# The three-term recurrence for associated Laguerre polynomials of non-negative integer order

## From 1s and 2s to 3s

Apart from a power of $r$, an exponential and a constant, the radial functions of the hydrogen 1s, 2s and 3s states are the polynomials

$$L_0^1=1,\qquad L_1^1=2-X,\qquad L_2^1=3-3X+\tfrac12X^2 .$$

The third follows from the first two with the help of $L_0^2=1$ and $L_1^2=3-X$, which have the next higher order. Direct expansion confirms

$$XL_0^2=2L_0^1-L_1^1,\qquad XL_1^2=3L_1^1-2L_2^1,\qquad L_1^2=L_1^1+L_0^2 .$$

Multiply the last relation by $X$ and insert the other two. The order-2 polynomials disappear, leaving $2L_2^1=(4-X)L_1^1-2L_0^1$. The same elimination works for every degree $n$ and every order $a=0,1,2,\dots$

In hydrogen, $a=2l+1$ and $n=N-l-1$, where $N$ is the principal quantum number and $l$ the angular momentum. The letter $n$ is therefore the number of radial nodes. The variable stands for $2r/(Na_0)$, with $a_0$ the Bohr radius. Its scale changes with $N$, so the recurrence links the polynomials at equal $X$, not the radial functions at equal $r$. That these polynomials solve the radial Schrödinger equation is taken from quantum mechanics; the theorems below concern the polynomials themselves.

## The polynomials and their coefficients

```lean
import Mathlib

open Polynomial

namespace AssociatedLaguerre

noncomputable section

/-- The associated Laguerre polynomial `L_n^a`, given by its explicit finite sum. -/
def laguerre (a n : ℕ) : ℚ[X] :=
  ∑ k ∈ Finset.range (n + 1),
    C ((-1) ^ k * ((n + a).choose (n - k) : ℚ) / (k.factorial : ℚ)) * X ^ k
```

For natural numbers $a$ and $n$, this defines

$$L_n^a=\sum_{k=0}^{n}(-1)^k\binom{n+a}{n-k}\frac{X^k}{k!}.$$

The type `ℚ[X]` contains polynomials with rational coefficients, and `C` turns a number into a constant polynomial. Some quantum mechanics texts include an extra factor $(n+a)!$ or use $n+a$ as the lower index; their recurrences look different. Half-integer orders, as in the three-dimensional oscillator, do not fit this definition.

```lean
/-- The value of the associated Laguerre polynomial `L_n^a` at a real point `x`. -/
def laguerreAt (a n : ℕ) (x : ℝ) : ℝ := aeval x (laguerre a n)
```

Here `aeval x` substitutes a real number $x$ for the formal variable $X$.

```lean
/-- The coefficient of `X^k` in `L_n^a` is `(-1)^k choose(n+a, a+k) / k!`, for every `k`. -/
theorem coeff_laguerre (a n k : ℕ) :
    (laguerre a n).coeff k =
      (-1) ^ k * ((n + a).choose (a + k) : ℚ) / (k.factorial : ℚ) := by
  simp only [laguerre, finsetSum_coeff, coeff_C_mul, coeff_X_pow, mul_ite, mul_one,
    mul_zero, Finset.sum_ite_eq, Finset.mem_range]
  split_ifs with h
  · have e : (n + a).choose (n - k) = (n + a).choose (a + k) :=
      Nat.choose_symm_of_eq_add (by omega)
    rw [e]
  · rw [Nat.choose_eq_zero_of_lt (show n + a < a + k by omega)]
    simp
```

Since $(n-k)+(a+k)=n+a$, the binomial coefficient can be written as $\binom{n+a}{a+k}$. This form vanishes for $k>n$, so one formula gives the coefficient of every power. `split_ifs` separates $k\le n$ from $k>n$, and `omega` settles the integer arithmetic.

## Two relations between neighbouring orders

```lean
/-- Absorption identity for binomial coefficients:
`(N+1) choose(N, m) = (N+1-m) choose(N+1, m)`. -/
theorem choose_absorption (N m : ℕ) :
    ((N : ℚ) + 1) * (N.choose m : ℚ) = ((N : ℚ) + 1 - m) * ((N + 1).choose m : ℚ) := by
  cases m with
  | zero => simp
  | succ j =>
    have h1 : ((N : ℚ) + 1) * (N.choose j : ℚ)
        = ((N + 1).choose (j + 1) : ℚ) * ((j : ℚ) + 1) := by
      exact_mod_cast Nat.add_one_mul_choose_eq N j
    have h2 : ((N + 1).choose (j + 1) : ℚ) = (N.choose j : ℚ) + (N.choose (j + 1) : ℚ) := by
      exact_mod_cast Nat.choose_succ_succ' N j
    push_cast
    linear_combination (-(N : ℚ) - 1) * h2 - h1
```

For $m\le N$, where $N$ is now any natural number, factorials give

$$(N+1-m)\binom{N+1}{m}=\frac{(N+1)!}{m!\,(N-m)!}=(N+1)\binom Nm .$$

For $m>N$ both sides are zero. Lean avoids this split. The case $m=0$ is immediate; for $m=j+1$ it combines $(N+1)\binom Nj=(j+1)\binom{N+1}{j+1}$ with Pascal's rule:

$$(N+1)\binom N{j+1}=(N+1)\binom{N+1}{j+1}-(j+1)\binom{N+1}{j+1}=(N-j)\binom{N+1}{j+1}.$$

The tactic `linear_combination` checks that the goal is the stated combination of known equations.

```lean
/-- Raising the order: `L_(n+1)^(a+1) = L_(n+1)^a + L_n^(a+1)`. -/
theorem laguerre_raise_order (a n : ℕ) :
    laguerre (a + 1) (n + 1) = laguerre a (n + 1) + laguerre (a + 1) n := by
  ext k
  -- coefficient by coefficient this is Pascal's rule
  have h : (n + 1 + (a + 1)).choose (a + 1 + k)
      = (n + 1 + a).choose (a + k) + (n + (a + 1)).choose (a + 1 + k) := by
    have p := Nat.choose_succ_succ' (n + a + 1) (a + k)
    rw [show n + 1 + (a + 1) = n + a + 1 + 1 by omega,
      show a + 1 + k = a + k + 1 by omega, show n + 1 + a = n + a + 1 by omega]
    exact p
  simp only [coeff_add, coeff_laguerre]
  rw [h]
  push_cast
  ring
```

This says $L_{n+1}^{a+1}=L_{n+1}^a+L_n^{a+1}$. The command `ext k` compares coefficients of $X^k$. After removal of the common factor $(-1)^k/k!$, what remains is Pascal's rule,

$$\binom{n+a+2}{a+k+1}=\binom{n+a+1}{a+k}+\binom{n+a+1}{a+k+1}.$$

```lean
/-- Lowering the order: `X L_n^(a+1) = (n+a+1) L_n^a - (n+1) L_(n+1)^a`. -/
theorem X_mul_laguerre (a n : ℕ) :
    X * laguerre (a + 1) n =
      ((n : ℚ[X]) + (a : ℚ[X]) + 1) * laguerre a n
        - ((n : ℚ[X]) + 1) * laguerre a (n + 1) := by
  have c1 : (n : ℚ[X]) + (a : ℚ[X]) + 1 = C ((n : ℚ) + a + 1) := by simp
  have c2 : (n : ℚ[X]) + 1 = C ((n : ℚ) + 1) := by simp
  rw [c1, c2]
  ext k
  cases k with
  | zero =>
    have h := choose_absorption (n + a) a
    push_cast at h
    rw [coeff_sub, coeff_C_mul, coeff_C_mul, mul_coeff_zero, coeff_X_zero, zero_mul]
    simp only [coeff_laguerre, add_zero, pow_zero, one_mul, Nat.factorial_zero,
      Nat.cast_one, div_one]
    rw [show n + 1 + a = n + a + 1 by omega]
    linear_combination -h
  | succ k =>
    have h := choose_absorption (n + a) (a + k + 1)
    push_cast at h
    have e1 : (n + (a + 1)).choose (a + 1 + k) = (n + a + 1).choose (a + k + 1) := by
      congr 1
      omega
    have e2 : (n + 1 + a).choose (a + (k + 1)) = (n + a + 1).choose (a + k + 1) := by
      congr 1
      omega
    have e3 : (n + a).choose (a + (k + 1)) = (n + a).choose (a + k + 1) := rfl
    have hf : (k.factorial : ℚ)⁻¹
        = ((k : ℚ) + 1) * (((k : ℚ) + 1) * (k.factorial : ℚ))⁻¹ := by
      have hk : (k.factorial : ℚ) ≠ 0 := Nat.cast_ne_zero.mpr k.factorial_ne_zero
      field_simp
    rw [coeff_X_mul, coeff_sub, coeff_C_mul, coeff_C_mul]
    simp only [coeff_laguerre]
    rw [e1, e2, e3, Nat.factorial_succ]
    push_cast
    linear_combination (-1) ^ k * ((n + a + 1).choose (a + k + 1) : ℚ) * hf
      + (-1) ^ k * (((k : ℚ) + 1) * (k.factorial : ℚ))⁻¹ * h
```

The second relation is $XL_n^{a+1}=(n+a+1)L_n^a-(n+1)L_{n+1}^a$. Its constant term requires

$$0=(n+a+1)\binom{n+a}{a}-(n+1)\binom{n+a+1}{a},$$

which is the absorption identity with $N=n+a$, $m=a$.

For $X^{k+1}$, write $B=\binom{n+a+1}{a+k+1}$. The identity with $m=a+k+1$ gives $(n+a+1)\binom{n+a}{a+k+1}=(n-k)B$, so the right side has coefficient

$$\frac{(-1)^{k+1}}{(k+1)!}\bigl[(n-k)-(n+1)\bigr]B=\frac{(-1)^k}{k!}B .$$

This is the coefficient on the left. In the code, `h` is the absorption identity and `hf` cancels the factor $k+1$.

## Eliminating the higher order

```lean
/-- Three-term recurrence of the associated Laguerre polynomials:
`(n+2) L_(n+2)^a = (2n+3+a-X) L_(n+1)^a - (n+1+a) L_n^a`. -/
theorem laguerre_recurrence (a n : ℕ) :
    ((n : ℚ[X]) + 2) * laguerre a (n + 2) =
      (2 * (n : ℚ[X]) + 3 + (a : ℚ[X]) - X) * laguerre a (n + 1)
        - ((n : ℚ[X]) + 1 + (a : ℚ[X])) * laguerre a n := by
  -- eliminate the polynomials of order a + 1 from the two order-changing relations
  have h1 := X_mul_laguerre a (n + 1)
  rw [show n + 1 + 1 = n + 2 from rfl] at h1
  push_cast at h1
  linear_combination h1 - X_mul_laguerre a n - X * laguerre_raise_order a n
```

In ordinary notation,

$$(n+2)L_{n+2}^a=(2n+3+a-X)L_{n+1}^a-(n+1+a)L_n^a .$$

Textbooks often write it with the indices lowered by one; the form here needs no polynomial of degree $-1$.

Take the second relation at $n+1$ and subtract the same relation at $n$. By the first relation, the left sides differ by $XL_{n+1}^a$, so

$$XL_{n+1}^a=(n+a+2)L_{n+1}^a-(n+2)L_{n+2}^a-(n+a+1)L_n^a+(n+1)L_{n+1}^a .$$

Solving for $(n+2)L_{n+2}^a$ gives the recurrence. The final `linear_combination` lists these three ingredients.

## Computing the family from two starting values

```lean
/-- The two lowest polynomials are `L_0^a = 1` and `L_1^a = 1 + a - X`. -/
theorem laguerre_start (a : ℕ) :
    laguerre a 0 = 1 ∧ laguerre a 1 = 1 + (a : ℚ[X]) - X := by
  constructor
  · simp [laguerre]
  · simp [laguerre, Finset.sum_range_succ]
    ring
```

The explicit sum gives $L_0^a=1$ and $L_1^a=1+a-X$.

```lean
/-- A sequence of polynomials that starts with `1` and `1 + a - X` and obeys the three-term
recurrence is the sequence of associated Laguerre polynomials `L_n^a`. -/
theorem eq_laguerre_of_recurrence (a : ℕ) (p : ℕ → ℚ[X])
    (h0 : p 0 = 1) (h1 : p 1 = 1 + (a : ℚ[X]) - X)
    (hp : ∀ n : ℕ, ((n : ℚ[X]) + 2) * p (n + 2) =
      (2 * (n : ℚ[X]) + 3 + (a : ℚ[X]) - X) * p (n + 1)
        - ((n : ℚ[X]) + 1 + (a : ℚ[X])) * p n) (n : ℕ) :
    p n = laguerre a n := by
  -- carry two neighbouring members through the induction
  have key : p n = laguerre a n ∧ p (n + 1) = laguerre a (n + 1) := by
    induction n with
    | zero => exact ⟨h0.trans (laguerre_start a).1.symm, h1.trans (laguerre_start a).2.symm⟩
    | succ n ih =>
      have hn : ((n + 2 : ℕ) : ℚ[X]) ≠ 0 := Nat.cast_ne_zero.mpr (by omega)
      push_cast at hn
      refine ⟨ih.2, mul_left_cancel₀ hn ?_⟩
      rw [hp n, ih.1, ih.2]
      exact (laguerre_recurrence a n).symm
  exact key.1
```

Let `p` be any sequence of polynomials with these starting values that obeys the recurrence. Then $p_n=L_n^a$ for every $n$. The induction carries two neighbours: if $p_n$ and $p_{n+1}$ agree with the Laguerre polynomials, the recurrences give $(n+2)p_{n+2}=(n+2)L_{n+2}^a$, and the nonzero factor $n+2$ cancels (`mul_left_cancel₀`).

```lean
/-- The three-term recurrence for the values of `L_n^a` at a real point `x`. -/
theorem laguerreAt_recurrence (a n : ℕ) (x : ℝ) :
    ((n : ℝ) + 2) * laguerreAt a (n + 2) x =
      (2 * (n : ℝ) + 3 + a - x) * laguerreAt a (n + 1) x
        - ((n : ℝ) + 1 + a) * laguerreAt a n x := by
  have h := congrArg (fun p => aeval x p) (laguerre_recurrence a n)
  simpa only [laguerreAt, map_mul, map_sub, map_add, map_natCast, map_ofNat, map_one,
    aeval_X] using h
```

Substituting $x$ gives the recurrence for real values. A program can use it to evaluate a hydrogenic radial function at fixed $x$, although the theorem says nothing about the growth of rounding errors.

## The Christoffel–Darboux sum

```lean
/-- Christoffel–Darboux formula: the sum of `k!/(k+a)! L_k^a(x) L_k^a(y)` over `k = 0..n`,
multiplied by `x - y`, is expressed by the polynomials of degrees `n` and `n+1` alone. -/
theorem christoffel_darboux (a n : ℕ) (x y : ℝ) :
    (x - y) * ∑ k ∈ Finset.range (n + 1),
        (k.factorial : ℝ) / ((k + a).factorial : ℝ) * laguerreAt a k x * laguerreAt a k y =
      ((n + 1).factorial : ℝ) / ((n + a).factorial : ℝ) *
        (laguerreAt a n x * laguerreAt a (n + 1) y
          - laguerreAt a (n + 1) x * laguerreAt a n y) := by
  induction n with
  | zero =>
    have s0 : ∀ z : ℝ, laguerreAt a 0 z = 1 := fun z => by
      simp [laguerreAt, (laguerre_start a).1]
    have s1 : ∀ z : ℝ, laguerreAt a 1 z = 1 + a - z := fun z => by
      simp [laguerreAt, (laguerre_start a).2]
    simp only [zero_add, Finset.sum_range_one, s0, s1, Nat.factorial_zero,
      Nat.factorial_one, Nat.cast_one]
    ring
  | succ n ih =>
    have rx : ((n : ℝ) + 2) * laguerreAt a (n + 1 + 1) x = _ := laguerreAt_recurrence a n x
    have ry : ((n : ℝ) + 2) * laguerreAt a (n + 1 + 1) y = _ := laguerreAt_recurrence a n y
    have hA : ((n + 1).factorial : ℝ) / ((n + a).factorial : ℝ) = ((n : ℝ) + a + 1) *
        (((n + 1).factorial : ℝ) / ((n + 1 + a).factorial : ℝ)) := by
      have h1 : ((n + a).factorial : ℝ) ≠ 0 := Nat.cast_ne_zero.mpr (Nat.factorial_ne_zero _)
      have h2 : (n : ℝ) + a + 1 ≠ 0 := by positivity
      rw [show n + 1 + a = n + a + 1 by omega, Nat.factorial_succ (n + a)]
      push_cast
      field_simp
    have hB : ((n + 1 + 1).factorial : ℝ) = ((n : ℝ) + 2) * ((n + 1).factorial : ℝ) := by
      rw [Nat.factorial_succ (n + 1)]
      push_cast
      ring
    -- the recurrence at x and at y turns the old boundary term into the new one
    rw [Finset.sum_range_succ, mul_add, ih, hA, hB]
    linear_combination ((n + 1).factorial : ℝ) / ((n + 1 + a).factorial : ℝ) *
      (laguerreAt a (n + 1) y * rx - laguerreAt a (n + 1) x * ry)

end

end AssociatedLaguerre
```

Define $W_n=L_n^a(x)L_{n+1}^a(y)-L_{n+1}^a(x)L_n^a(y)$. The theorem states

$$(x-y)\sum_{k=0}^{n}\frac{k!}{(k+a)!}L_k^a(x)L_k^a(y)=\frac{(n+1)!}{(n+a)!}W_n .$$

For $n=0$, both sides equal $(x-y)/a!$. For the induction step, insert the recurrence at $x$ and at $y$ into $W_{n+1}$:

$$(n+2)W_{n+1}=(x-y)L_{n+1}^a(x)L_{n+1}^a(y)+(n+1+a)W_n .$$

After multiplication by $(n+1)!/(n+1+a)!$, the left side is the right side of the theorem for $n+1$, and it equals the previous right side plus $x-y$ times the new term of the sum. In Lean, `rx` and `ry` are the two recurrences, while `hA` and `hB` adjust the factorials. At $x=y$ the formula reads $0=0$; the sum there is found by dividing by $x-y$ and taking the limit $y\to x$.

The weights $k!/(k+a)!$ are the inverse squared norms of $L_k^a$ under the weight $x^ae^{-x}$ on $x>0$, a standard fact that the proof does not need. For $a=2l+2$, one more than the order in hydrogen, the sum thus appears in the projector onto the radial functions $x^l e^{-x/2}L_k^{2l+2}(x)$ with $k=0,\dots,n$, where $x$ is $r$ divided by one common length. The hydrogen bound states do not form such a basis, since their scale changes with $N$.

```lean
#print axioms AssociatedLaguerre.eq_laguerre_of_recurrence
#print axioms AssociatedLaguerre.christoffel_darboux
```

```
'AssociatedLaguerre.eq_laguerre_of_recurrence' depends on axioms: [propext, Classical.choice, Quot.sound]
'AssociatedLaguerre.christoffel_darboux' depends on axioms: [propext, Classical.choice, Quot.sound]
```
